# Two different excited singlets on two sites can share one transition density

The spatial wavefunction of a two-electron singlet on two sites is modelled as a real symmetric \(2\times2\) matrix \(C\). Its entry \(C_{ij}\) is the amplitude for the first electron on site \(i\) and the second on site \(j\), with the sites numbered 0 and 1. Symmetry of the matrix is the exchange symmetry of a singlet's spatial part.

No Hamiltonian appears. The ground state \(G\) is postulated: both electrons occupy the uniform orbital \((1,1)/\sqrt2\), as for non-interacting electrons on a symmetric dimer with a negative hopping matrix element between the sites. "Excited" means only orthogonal to \(G\), and complex wavefunctions are not treated.

In Lean 4 with Mathlib:

```lean
import Mathlib

open Matrix

namespace TwoSiteTransitionDensity

noncomputable section

/-- The two-site singlet ground state, with both electrons in the uniform orbital. -/
def groundState : Matrix (Fin 2) (Fin 2) ℝ := !![1/2, 1/2; 1/2, 1/2]
```

The overlap of two wavefunctions is the sum over both electrons' positions, \(\sum_{ij}A_{ij}B_{ij}=\operatorname{tr}(A^{T}B)\).

```lean
/-- The overlap of two real two-electron wavefunctions (Frobenius inner product). -/
def overlap (A B : Matrix (Fin 2) (Fin 2) ℝ) : ℝ := (Aᵀ * B).trace
```

The transition density at site \(i\) is \(n_i=2\sum_j G_{ij}C_{ij}\), where the 2 counts the electrons. For symmetric \(C\) this is the diagonal entry \(2(GC)_{ii}\), which the code takes as the definition for every matrix.

```lean
/-- The transition density between the ground state and `C`: the diagonal of `2 G C`. -/
def transitionDensity (C : Matrix (Fin 2) (Fin 2) ℝ) : Fin 2 → ℝ :=
  fun i => 2 * (groundState * C) i i
```

`IsExcitedSinglet` collects the three conditions on an excited state: symmetry, unit norm and zero overlap with \(G\).

```lean
/-- An excited singlet: a symmetric, normalised wavefunction orthogonal to the ground state. -/
structure IsExcitedSinglet (C : Matrix (Fin 2) (Fin 2) ℝ) : Prop where
  symm : C.IsSymm
  normalised : overlap C C = 1
  orthogonal : overlap groundState C = 0
```

Three more matrices are needed: a family with real parameters \(s\) and \(b\), the exchange of the two sites, and a symmetrised product of the uniform orbital with an orbital \(v\).

```lean
/-- The two-parameter family of symmetric wavefunctions with entries `s - b`, `b`, `b`, `-s - b`. -/
def singlet (s b : ℝ) : Matrix (Fin 2) (Fin 2) ℝ := !![s - b, b; b, -s - b]

/-- The exchange of the two sites. -/
def siteSwap : Matrix (Fin 2) (Fin 2) ℝ := !![0, 1; 1, 0]

/-- The wavefunction, up to a constant factor, with one electron in the uniform orbital and
one in the orbital `v`, symmetrised. -/
def singleExcitation (v : Fin 2 → ℝ) : Matrix (Fin 2) (Fin 2) ℝ :=
  Matrix.of fun i j => v i + v j
```

The last one is unnormalised. For a unit vector \(v\) orthogonal to the uniform orbital, the normalised wavefunction is \((v_i+v_j)/2\).

In linear-response TDDFT, the Casida equation gives access to transition densities between the ground state and excited energy eigenstates. The states compared here need not be eigenstates. For non-interacting electrons on the symmetric dimer described above, the excited singlet eigenstates are members of the family `singlet s b` with \(b=0\) or \(s=0\); the pairs in (e) and (g) are superpositions of these.

## (a) Summing over the other electron

Show that the transition density at site \(i\) is a column sum of the wavefunction:
\[
n_i=C_{0i}+C_{1i}.
\]

Every entry of \(G\) is \(1/2\), so \((GC)_{ii}=\sum_k G_{ik}C_{ki}=\tfrac12(C_{0i}+C_{1i})\). Doubling gives the result. The proof treats the two sites separately and expands the matrix product in each case.

```lean
/-- The transition density at a site is the sum of the wavefunction over the other electron's
position. -/
theorem transitionDensity_apply (C : Matrix (Fin 2) (Fin 2) ℝ) (i : Fin 2) :
    transitionDensity C i = C 0 i + C 1 i := by
  fin_cases i <;>
    simp [transitionDensity, groundState, Matrix.mul_apply, Fin.sum_univ_two] <;> ring
```

## (b) The density of the two-parameter family

Show that `singlet s b` has transition density
\[
(n_0,n_1)=(s,-s).
\]

By (a), the columns sum to \((s-b)+b=s\) and \(b+(-s-b)=-s\). The parameter \(b\) cancels.

```lean
/-- The transition density of `singlet s b` is `s` on one site and `-s` on the other. -/
theorem transitionDensity_singlet (s b : ℝ) :
    transitionDensity (singlet s b) = ![s, -s] := by
  funext i
  rw [transitionDensity_apply]
  fin_cases i <;> simp [singlet]
```

## (c) Overlaps within the family

Show that the members with parameters \((s,b)\) and \((s',b')\) have overlap
\[
2ss'+4bb'.
\]

Multiply entry by entry and add:
\[
(s-b)(s'-b')+2bb'+(s+b)(s'+b')=2ss'+4bb'.
\]
The cross terms \(sb'\) and \(bs'\) cancel between the diagonal entries.

```lean
/-- The overlap of two members of the family. -/
theorem overlap_singlet (s b s' b' : ℝ) :
    overlap (singlet s b) (singlet s' b') = 2 * s * s' + 4 * b * b' := by
  simp [overlap, singlet, Matrix.trace_fin_two, Matrix.mul_apply, Fin.sum_univ_two]
  ring
```

## (d) All excited singlets

Show that \(C\) is an excited singlet exactly when, for some real \(s,b\),
\[
C=\begin{pmatrix}s-b&b\\ b&-s-b\end{pmatrix},\qquad 2s^2+4b^2=1.
\]

The overlap of \(G\) with any matrix is half the sum of its entries; this is `hG` in the proof. Let \(C\) be an excited singlet and set \(b=C_{01}=C_{10}\) and \(s=C_{00}+b\). Then \(C_{00}=s-b\), and orthogonality, \(C_{00}+2b+C_{11}=0\), gives \(C_{11}=-s-b\). By (c), unit norm is the stated constraint.

Conversely, the displayed matrix is symmetric, its entries sum to zero, and (c) gives it norm one.

```lean
/-- The excited singlets are exactly the members of the family with `2 s² + 4 b² = 1`. -/
theorem isExcitedSinglet_iff (C : Matrix (Fin 2) (Fin 2) ℝ) :
    IsExcitedSinglet C ↔ ∃ s b : ℝ, C = singlet s b ∧ 2 * s ^ 2 + 4 * b ^ 2 = 1 := by
  have hG : ∀ D : Matrix (Fin 2) (Fin 2) ℝ,
      overlap groundState D = (D 0 0 + D 0 1 + D 1 0 + D 1 1) / 2 := by
    intro D
    simp [overlap, groundState, Matrix.trace_fin_two, Matrix.mul_apply, Fin.sum_univ_two]
    ring
  constructor
  · intro h
    have hs : C 1 0 = C 0 1 := h.symm.apply 0 1
    have ho := h.orthogonal
    rw [hG] at ho
    -- symmetry and orthogonality leave two free parameters
    have hC : C = singlet (C 0 0 + C 0 1) (C 0 1) := by
      ext i j
      fin_cases i <;> fin_cases j <;> simp [singlet] <;> linarith
    refine ⟨C 0 0 + C 0 1, C 0 1, hC, ?_⟩
    have hn := h.normalised
    rw [hC, overlap_singlet] at hn
    linarith
  · rintro ⟨s, b, rfl, h⟩
    refine ⟨?_, ?_, ?_⟩
    · ext i j
      fin_cases i <;> fin_cases j <;> simp [singlet]
    · rw [overlap_singlet]
      linarith
    · rw [hG]
      simp [singlet]
```

## (e) An explicit pair

Verify that
\[
C_1=\begin{pmatrix}1/2&1/6\\1/6&-5/6\end{pmatrix},\qquad
C_2=\begin{pmatrix}5/6&-1/6\\-1/6&-1/2\end{pmatrix}
\]
are excited singlets with equal transition densities, and that \(C_2\neq cC_1\) for every real \(c\).

They are the family members with \(s=2/3\) and \(b=\pm1/6\). Since \(2\cdot\tfrac49+4\cdot\tfrac1{36}=1\), both are excited singlets by (d). By (b), both have density \((2/3,-2/3)\).

If \(C_2=cC_1\), the upper-left entries would require \(c=5/3\) and the off-diagonal entries \(c=-1\), a contradiction. The equations `e0` and `e1` express these two demands.

```lean
/-- Two explicit excited singlets have the same transition density, yet the second wavefunction is
not a real multiple of the first. -/
theorem transitionDensity_not_injective :
    IsExcitedSinglet !![1/2, 1/6; 1/6, -5/6] ∧
    IsExcitedSinglet !![5/6, -1/6; -1/6, -1/2] ∧
    transitionDensity !![1/2, 1/6; 1/6, -5/6] =
      transitionDensity !![5/6, -1/6; -1/6, -1/2] ∧
    ∀ c : ℝ, (!![5/6, -1/6; -1/6, -1/2] : Matrix (Fin 2) (Fin 2) ℝ) ≠
      c • !![1/2, 1/6; 1/6, -5/6] := by
  have h1 : (!![1/2, 1/6; 1/6, -5/6] : Matrix (Fin 2) (Fin 2) ℝ) = singlet (2/3) (1/6) := by
    unfold singlet
    norm_num
  have h2 : (!![5/6, -1/6; -1/6, -1/2] : Matrix (Fin 2) (Fin 2) ℝ) =
      singlet (2/3) (-1/6) := by
    unfold singlet
    norm_num
  rw [h1, h2]
  refine ⟨(isExcitedSinglet_iff _).mpr ⟨_, _, rfl, by norm_num⟩,
    (isExcitedSinglet_iff _).mpr ⟨_, _, rfl, by norm_num⟩, ?_, ?_⟩
  · rw [transitionDensity_singlet, transitionDensity_singlet]
  · intro c h
    -- the two entries of the first row demand different factors
    have e0 : (2/3 - (-1/6) : ℝ) = c * (2/3 - 1/6) := congrFun (congrFun h 0) 0
    have e1 : (-1/6 : ℝ) = c * (1/6) := congrFun (congrFun h 0) 1
    linarith
```

## (f) The full extent of the ambiguity

Let \(P\) be the site exchange `siteSwap`. Show that two excited singlets \(C\) and \(C'\) have the same transition density exactly when
\[
C'=C\quad\text{or}\quad C'=-PCP.
\]

Write both in the form of (d). Conjugation by \(P\) exchanges the diagonal entries, and the minus sign then turns the parameters \((s,b)\) into \((s,-b)\); this is `hswap`.

Equal densities mean \(s=s'\), by (b). Subtracting the normalisation conditions leaves \((b'-b)(b'+b)=0\), so \(b'=b\) or \(b'=-b\), which are the two alternatives. Conversely, neither alternative changes \(s\). For \(b=0\) they coincide, and the density then fixes the excited singlet. For \(s=0\) they differ only by an overall sign, so they describe the same physical state.

Physically, exchanging the sites reverses the sign of the density, and changing the sign of the wavefunction restores it.

```lean
/-- Two excited singlets have the same transition density exactly when they are equal or one is
minus the site-swapped image of the other. -/
theorem transitionDensity_eq_iff {C C' : Matrix (Fin 2) (Fin 2) ℝ}
    (hC : IsExcitedSinglet C) (hC' : IsExcitedSinglet C') :
    transitionDensity C = transitionDensity C' ↔
      C' = C ∨ C' = -(siteSwap * C * siteSwap) := by
  obtain ⟨s, b, rfl, h⟩ := (isExcitedSinglet_iff C).mp hC
  obtain ⟨s', b', rfl, h'⟩ := (isExcitedSinglet_iff C').mp hC'
  -- the swap with a sign reverses `b` and keeps `s`
  have hswap : -(siteSwap * singlet s b * siteSwap) = singlet s (-b) := by
    ext i j
    fin_cases i <;> fin_cases j <;>
      simp [siteSwap, singlet] <;> ring
  rw [hswap]
  constructor
  · intro hd
    rw [transitionDensity_singlet, transitionDensity_singlet] at hd
    have hs : s = s' := congrFun hd 0
    subst hs
    -- normalisation fixes `b` up to its sign
    have hb : (b' - b) * (b' + b) = 0 := by linarith
    rcases mul_eq_zero.mp hb with hb | hb
    · left
      rw [sub_eq_zero.mp hb]
    · right
      rw [eq_neg_of_add_eq_zero_left hb]
  · rintro (hd | hd)
    · rw [hd]
    · rw [hd, transitionDensity_singlet, transitionDensity_singlet]
```

## (g) An orthogonal pair

The pair in (e) has overlap \(7/9\), whereas eigenstates with different energies are orthogonal. Show that orthogonality does not remove the ambiguity, by checking the family members with
\[
s=\tfrac12,\qquad b=\pm\tfrac{\sqrt2}{4}.
\]

By (c), members with parameters \((s,b)\) and \((s,-b)\) are orthogonal when \(2s^2=4b^2\). With \(2s^2+4b^2=1\), this gives \(s^2=1/4\) and \(b^2=1/8\), as for the stated values. Both densities are \((1/2,-1/2)\). The proof needs only \((\sqrt2)^2=2\) and the earlier formulas.

```lean
/-- Even two mutually orthogonal excited singlets can have the same transition density. -/
theorem orthogonal_pair_same_density :
    IsExcitedSinglet (singlet (1/2) (√2 / 4)) ∧
    IsExcitedSinglet (singlet (1/2) (-(√2 / 4))) ∧
    overlap (singlet (1/2) (√2 / 4)) (singlet (1/2) (-(√2 / 4))) = 0 ∧
    transitionDensity (singlet (1/2) (√2 / 4)) =
      transitionDensity (singlet (1/2) (-(√2 / 4))) := by
  have h2 : √2 ^ 2 = (2 : ℝ) := Real.sq_sqrt (by norm_num)
  refine ⟨(isExcitedSinglet_iff _).mpr ⟨_, _, rfl, by linarith⟩,
    (isExcitedSinglet_iff _).mpr ⟨_, _, rfl, by linarith⟩, ?_, ?_⟩
  · rw [overlap_singlet]
    linarith
  · rw [transitionDensity_singlet, transitionDensity_singlet]
```

## (h) One electron left in the uniform orbital

For arbitrary real \(v\) and \(w\), show that if the wavefunctions \(v_i+v_j\) and \(w_i+w_j\) have equal transition densities, then
\[
v_i+v_j=w_i+w_j\quad\text{for all }i,j.
\]

By (a), the density of the first is
\[
n_0=3v_0+v_1,\qquad n_1=v_0+3v_1.
\]
Hence \(v_0=(3n_0-n_1)/8\) and \(v_1=(3n_1-n_0)/8\). The same formulas give \(w\), so \(v=w\) and the wavefunctions agree. In the proof, `linarith` solves these two linear equations.

Neither normalisation nor orthogonality to \(G\) is assumed. Imposing both leaves only \(\pm\operatorname{diag}(1,-1)/\sqrt2\), the case \(b=0\) of (d).

```lean
/-- Among wavefunctions with one electron left in the uniform orbital, the transition density
determines the wavefunction. -/
theorem singleExcitation_determined (v w : Fin 2 → ℝ)
    (h : transitionDensity (singleExcitation v) = transitionDensity (singleExcitation w)) :
    singleExcitation v = singleExcitation w := by
  have h0 := congrFun h 0
  have h1 := congrFun h 1
  simp only [transitionDensity_apply, singleExcitation, Matrix.of_apply] at h0 h1
  -- two linear equations for the two orbital amplitudes
  have e0 : v 0 = w 0 := by linarith
  have e1 : v 1 = w 1 := by linarith
  have hvw : v = w := funext (Fin.forall_fin_two.mpr ⟨e0, e1⟩)
  rw [hvw]

end

end TwoSiteTransitionDensity
```

```lean
#print axioms TwoSiteTransitionDensity.transitionDensity_not_injective
#print axioms TwoSiteTransitionDensity.transitionDensity_eq_iff
#print axioms TwoSiteTransitionDensity.orthogonal_pair_same_density
#print axioms TwoSiteTransitionDensity.singleExcitation_determined
```

```
'TwoSiteTransitionDensity.transitionDensity_not_injective' depends on axioms: [propext, Classical.choice, Quot.sound]
'TwoSiteTransitionDensity.transitionDensity_eq_iff' depends on axioms: [propext, Classical.choice, Quot.sound]
'TwoSiteTransitionDensity.orthogonal_pair_same_density' depends on axioms: [propext, Classical.choice, Quot.sound]
'TwoSiteTransitionDensity.singleExcitation_determined' depends on axioms: [propext, Classical.choice, Quot.sound]
```
